# The sign-weighted group projector commutes with exp(−bH) for an invariant H

A finite group G acts on a finite set of configurations, and H is a real matrix whose elements do not change when both configurations are moved by the same group element. The operator A is the average over G of χ(g) P_g, where P_g moves configurations by g and χ is a homomorphism from G to the signs ±1. The theorem states that A commutes with exp(−bH) for every real b; H need not be symmetric. The proof first compares matrix elements to show that each P_g commutes with H, then carries this over to the weighted sum A, and lastly from H to the exponential.

An attempt in Lean 4 with a fault in it:

```lean
import Mathlib

open Matrix

namespace ProjectorCommuteExp

noncomputable section

variable {G X : Type*} [Group G] [MulAction G X] [DecidableEq X]

/-- The operator `P_g` that moves the configuration `y` to `g • y`. -/
def permOp (g : G) : Matrix X X ℝ :=
  Matrix.of fun x y => if x = g • y then 1 else 0

/-- A matrix `H` on configurations is invariant under `G` if its elements do not change
when both configurations are moved by the same group element. -/
def IsInvariant (G : Type*) {X : Type*} [Group G] [MulAction G X]
    (H : Matrix X X ℝ) : Prop :=
  ∀ (g : G) (x y : X), H (g • x) (g • y) = H x y

variable [Fintype X]

variable [Fintype G]

/-- The projector `A`: the average over the group of `χ(g) P_g`, where `χ` assigns a sign
to each group element. -/
def projector (X : Type*) [MulAction G X] [DecidableEq X] (χ : G →* ℤˣ) :
    Matrix X X ℝ :=
  (Fintype.card G : ℝ)⁻¹ • ∑ g : G, ((χ g : ℤ) : ℝ) • permOp g

/-- For a `G`-invariant `H`, the projector `A` commutes with `exp(-b H)`. -/
theorem projector_commute_exp (χ : G →* ℤˣ) {H : Matrix X X ℝ}
    (hinv : IsInvariant G H) (b : ℝ) :
    Commute (projector X χ) (NormedSpace.exp ((-b) • H)) := by
  -- each single group operation commutes with `H`
  have hP : ∀ g : G, Commute (permOp g) H := by
    intro g
    show permOp g * H = H * permOp g
    ext x y
    have h1 : (permOp g * H) x y = H (g⁻¹ • x) y := by
      rw [Matrix.mul_apply, Finset.sum_eq_single (g⁻¹ • x)]
      · simp [permOp]
      · intro z _ hz
        have hx : x ≠ g • z := fun h => hz (by rw [h, inv_smul_smul])
        simp [permOp, hx]
      · simp
    have h2 : (H * permOp g) x y = H x (g • y) := by
      rw [Matrix.mul_apply, Finset.sum_eq_single (g • y)]
      · simp [permOp]
      · intro z _ hz
        simp [permOp, hz]
      · simp
    rw [h1, h2, ← hinv g (g⁻¹ • x) y, smul_inv_smul]
  have hA : Commute (projector X χ) H :=
    (Commute.sum_left _ _ _ fun g _ => (hP g).smul_left _).smul_left _
  exact (hA.smul_right (-b)).exp_right

end

end ProjectorCommuteExp
```

Messages:

```
Main.lean:40:14: error: Function expected at
  permOp g * H
but this term has type
  ?m.86

Note: Expected a function because this term is being applied to the argument
  x
Main.lean:47:14: error: Function expected at
  H * permOp g
but this term has type
  ?m.119

Note: Expected a function because this term is being applied to the argument
  x
```

Diagnosis. Both errors have the same cause. In `h1` and `h2` a matrix product is applied to the indices `x` and `y`, which Lean accepts only if it knows that the product is a function. The messages show that the type of the product was still undetermined (`?m.86`, `?m.119`) when Lean came to the argument `x`.

The gap comes from `permOp g`. Its configuration type `X` is an implicit argument, and `g : G` does not fix it, since a group can act on many types. The other factor, `H`, does have a known type, but that had not settled the type of the product by the time it was needed.

The diff writes the type `Matrix X X ℝ` on each product. Lean then knows that the result is a matrix, which is a function of two indices, and can apply it to `x` and `y`. The statements keep their intended meaning, and the proofs below them are unchanged.

The mended proof, as a diff:

```diff
@@ -38,5 +38,5 @@
     show permOp g * H = H * permOp g
     ext x y
-    have h1 : (permOp g * H) x y = H (g⁻¹ • x) y := by
+    have h1 : (permOp g * H : Matrix X X ℝ) x y = H (g⁻¹ • x) y := by
       rw [Matrix.mul_apply, Finset.sum_eq_single (g⁻¹ • x)]
       · simp [permOp]
@@ -45,5 +45,5 @@
         simp [permOp, hx]
       · simp
-    have h2 : (H * permOp g) x y = H x (g • y) := by
+    have h2 : (H * permOp g : Matrix X X ℝ) x y = H x (g • y) := by
       rw [Matrix.mul_apply, Finset.sum_eq_single (g • y)]
       · simp [permOp]
```
